# With on-site repulsion and equal fractional occupations, the self-interaction-free Müller energy is not a function of the 1-RDM

Q: When I optimise natural orbitals, I would like to leave out rotations between orbitals of equal occupation, because they don't change the one-particle density matrix (1-RDM). May I do that with the self-interaction-free Müller energy?

A: Not in general. A spinless two-site model with real orbitals and on-site repulsion already shows that such a rotation can change this energy, so it has to stay among the variables. Take the orbitals $\varphi_0=(\cos t,\sin t)$ and $\varphi_1=(-\sin t,\cos t)$, both with occupation $n$, and let $\varphi$ be the matrix with these rows. Since $\varphi$ is orthogonal, the 1-RDM is
$$\varphi^T(n\mathbf 1)\varphi=n\,\varphi^T\varphi=n\mathbf 1$$
for every $t$. With repulsion $U$ on each site, the Coulomb and exchange integrals coincide:
$$J_{01}=K_{01}=U\sum_x\varphi_0(x)^2\varphi_1(x)^2=2U\cos^2t\,\sin^2t=\tfrac U2\sin^2 2t.$$
The energy is half the sum over the ordered pairs $(0,1)$ and $(1,0)$, which are equal, so
$$E=n^2J_{01}-nK_{01}=-\tfrac U2\,n(1-n)\sin^2 2t.$$
For $U\neq0$ and $0<n<1$ the energy varies with $t$, while the density matrix stays fixed.

Q: Give me numbers.

A: Take $U=4$ and $n=\tfrac12$. At $t=0$ the orbitals don't overlap and $E=0$. At $t=\pi/4$ both integrals equal $2$, so $E=\tfrac14\cdot2-\tfrac12\cdot2=-\tfrac12$. Don't test invariance with $t=0$ and $t=\pi/2$: a quarter turn only swaps the orbitals, up to a sign, and gives $E=0$ again.

Q: Spinless electrons never share a site. What does $U$ repel?

A: Nothing, in the exact theory: the interaction energy there is zero. The negative value is an error of the approximate functional, and the question here is only whether that functional depends on the 1-RDM alone.

Q: Then show me that the formal definitions are the ones you just used.

A: The sites form a finite type `ι`, which also labels the orbitals, so there are as many orbitals as sites.

In Lean 4 with Mathlib:

```lean
import Mathlib

open Matrix

namespace MuellerRotation

noncomputable section

variable {ι : Type*} [Fintype ι]
```

The interaction `v x y` is an arbitrary real function of two sites. The Coulomb integral pairs the two orbital densities, and the exchange integral pairs the orbital products.

```lean
/-- Coulomb integral `J_ij` of the real orbitals `φ i` and `φ j` for the interaction `v x y`
between sites `x` and `y`. -/
def coulomb (v : ι → ι → ℝ) (φ : Matrix ι ι ℝ) (i j : ι) : ℝ :=
  ∑ x, ∑ y, v x y * (φ i x ^ 2 * φ j y ^ 2)

/-- Exchange integral `K_ij` of the real orbitals `φ i` and `φ j` for the interaction `v`. -/
def exchange (v : ι → ι → ℝ) (φ : Matrix ι ι ℝ) (i j : ι) : ℝ :=
  ∑ x, ∑ y, v x y * ((φ i x * φ i y) * (φ j x * φ j y))
```

The Müller form weights exchange by $\sqrt{n_in_j}$, which for equal nonnegative occupations is just $n$.

```lean
/-- Müller term of an orbital pair: `n_i n_j J_ij - √(n_i n_j) K_ij`,
for nonnegative occupations. -/
def pairEnergy (v : ι → ι → ℝ) (n : ι → ℝ) (φ : Matrix ι ι ℝ) (i j : ι) : ℝ :=
  n i * n j * coulomb v φ i j - √(n i * n j) * exchange v φ i j
```

The full energy includes the diagonal pairs $i=j$.

```lean
/-- Müller interaction energy: half the sum of the pair terms over all `i` and `j`,
including `i = j`. -/
def muellerEnergy (v : ι → ι → ℝ) (n : ι → ℝ) (φ : Matrix ι ι ℝ) : ℝ :=
  (∑ i, ∑ j, pairEnergy v n φ i j) / 2
```

One auxiliary lemma exchanges the sums over orbitals with those over sites, then factorises the orbital sums at each pair of sites.

```lean
private lemma sum_pairs (v : ι → ι → ℝ) (f g : ι → ι → ι → ℝ) :
    ∑ i, ∑ j, ∑ x, ∑ y, v x y * (f x y i * g x y j)
      = ∑ x, ∑ y, v x y * ((∑ i, f x y i) * (∑ j, g x y j)) := by
  have h := Finset.sum_comm (s := (Finset.univ : Finset (ι × ι)))
    (t := (Finset.univ : Finset (ι × ι)))
    (f := fun p q => v q.1 q.2 * (f q.1 q.2 p.1 * g q.1 q.2 p.2))
  simp only [Fintype.sum_prod_type] at h
  rw [h]
  refine Finset.sum_congr rfl fun x _ => Finset.sum_congr rfl fun y _ => ?_
  rw [Finset.sum_mul_sum]
  simp only [Finset.mul_sum]
```

"Self-interaction-free" means here that every term with $i=j$ is dropped.

```lean
variable [DecidableEq ι]

/-- Self-interaction-free Müller energy: half the sum of the pair terms over `i ≠ j`. -/
def sifEnergy (v : ι → ι → ℝ) (n : ι → ℝ) (φ : Matrix ι ι ℝ) : ℝ :=
  (∑ i, ∑ j, if i = j then 0 else pairEnergy v n φ i j) / 2
```

The 1-RDM is built from orbitals stored as rows, and `onSite U` is the repulsion used above.

```lean
/-- One-particle density matrix with natural orbitals `φ i` (rows) and occupations `n i`. -/
def rdm (n : ι → ℝ) (φ : Matrix ι ι ℝ) : Matrix ι ι ℝ :=
  φᵀ * diagonal n * φ

/-- On-site repulsion of strength `U`. -/
def onSite (U : ℝ) (x y : ι) : ℝ := if x = y then U else 0
```

Q: Is the 1-RDM statement special to two sites?

A: No. The hypothesis `φ * φᵀ = 1` says that the rows are orthonormal. For a square matrix this also gives $\varphi^T\varphi=\mathbf 1$, which is completeness, and the proof pulls the common factor $n$ out of the product.

```lean
/-- If all orbitals of an orthonormal basis have the same occupation `n`, the 1-RDM is `n` times
the identity. -/
theorem rdm_equal_occupation {φ : Matrix ι ι ℝ} (h : φ * φᵀ = 1) (n : ℝ) :
    rdm (fun _ => n) φ = n • (1 : Matrix ι ι ℝ) := by
  have hc : φᵀ * φ = 1 := mul_eq_one_comm.mp h
  have hd : diagonal (fun _ : ι => n) = n • (1 : Matrix ι ι ℝ) := by
    ext i j
    simp [Matrix.diagonal_apply, Matrix.one_apply]
  rw [rdm, hd, Matrix.mul_smul, Matrix.mul_one, Matrix.smul_mul, hc]
```

Q: Perhaps the Müller form itself breaks the invariance, and the removal of self-interaction is innocent.

A: At equal occupations the full energy is invariant, for any `v`. Completeness reads $\sum_i\varphi_i(x)\varphi_i(y)=\delta_{xy}$, so
$$\sum_{ij}J_{ij}=\sum_{xy}v(x,y),\qquad \sum_{ij}K_{ij}=\sum_x v(x,x),$$
and the orbitals disappear from
$$E_{\text{full}}=\tfrac12\Big(n^2\sum_{xy}v(x,y)-n\sum_xv(x,x)\Big).$$
In the proof, `hcl` and `hsq` are the completeness relations, and `hJ` and `hK` are the two sums. In the numerical example this energy is $-1$ at every angle.

```lean
/-- At equal occupations the full Müller energy is the same for every orthonormal set of orbitals,
whatever the interaction. -/
theorem muellerEnergy_equal_occupation (v : ι → ι → ℝ) {φ : Matrix ι ι ℝ} (h : φ * φᵀ = 1)
    {n : ℝ} (hn : 0 ≤ n) :
    muellerEnergy v (fun _ => n) φ = (n ^ 2 * ∑ x, ∑ y, v x y - n * ∑ x, v x x) / 2 := by
  have hc : φᵀ * φ = 1 := mul_eq_one_comm.mp h
  -- completeness of the orbitals, site by site
  have hcl : ∀ x y, ∑ i, φ i x * φ i y = if x = y then 1 else 0 := by
    intro x y
    have hxy := congrFun (congrFun hc x) y
    simpa [Matrix.mul_apply, Matrix.one_apply] using hxy
  have hsq : ∀ x, ∑ i, φ i x ^ 2 = 1 := by
    intro x
    have hx := hcl x x
    simpa [pow_two] using hx
  have hJ : ∑ i, ∑ j, coulomb v φ i j = ∑ x, ∑ y, v x y :=
    (sum_pairs v (fun x _ i => φ i x ^ 2) (fun _ y j => φ j y ^ 2)).trans (by simp [hsq])
  have hK : ∑ i, ∑ j, exchange v φ i j = ∑ x, v x x :=
    (sum_pairs v (fun x y i => φ i x * φ i y) (fun x y j => φ j x * φ j y)).trans
      (by simp [hcl])
  simp only [muellerEnergy, pairEnergy, Real.sqrt_mul_self hn, Finset.sum_sub_distrib,
    ← Finset.mul_sum, hJ, hK]
  ring
```

Q: So the angle enters through the terms that were removed?

A: Yes. The next theorem writes the self-interaction-free energy as the full energy minus half the diagonal terms, by splitting the condition `i = j`.

```lean
/-- The self-interaction-free energy is the full Müller energy minus half the sum of the diagonal
pair terms. -/
theorem sifEnergy_eq_sub (v : ι → ι → ℝ) (n : ι → ℝ) (φ : Matrix ι ι ℝ) :
    sifEnergy v n φ = muellerEnergy v n φ - (∑ i, pairEnergy v n φ i i) / 2 := by
  have h : ∀ i j, (if i = j then 0 else pairEnergy v n φ i j)
      = pairEnergy v n φ i j - if i = j then pairEnergy v n φ i j else 0 := by
    intro i j
    split_ifs <;> ring
  simp only [sifEnergy, muellerEnergy, h, Finset.sum_sub_distrib, Finset.sum_ite_eq,
    Finset.mem_univ, if_true]
  ring
```

For on-site repulsion both integrals collapse to $U$ times a density overlap. In the exchange case the four amplitudes sit on the same site and regroup into the two densities; with the usual complex conjugates this also works for complex orbitals.

```lean
/-- For on-site repulsion the Coulomb integral is `U` times the overlap of the two orbital
densities. -/
theorem coulomb_onSite (U : ℝ) (φ : Matrix ι ι ℝ) (i j : ι) :
    coulomb (onSite U) φ i j = U * ∑ x, φ i x ^ 2 * φ j x ^ 2 := by
  simp only [coulomb, onSite, ite_mul, zero_mul, Finset.sum_ite_eq, Finset.mem_univ, if_true,
    Finset.mul_sum]

/-- For on-site repulsion the exchange integral is also `U` times the overlap of the two orbital
densities. -/
theorem exchange_onSite (U : ℝ) (φ : Matrix ι ι ℝ) (i j : ι) :
    exchange (onSite U) φ i j = U * ∑ x, φ i x ^ 2 * φ j x ^ 2 := by
  simp only [exchange, onSite, ite_mul, zero_mul, Finset.sum_ite_eq, Finset.mem_univ, if_true,
    Finset.mul_sum]
  exact Finset.sum_congr rfl fun x _ => by ring
```

On $m$ sites the diagonal terms then add up to $(n^2-n)U\sum_{i,x}\varphi_i(x)^4$, while the full energy is $\tfrac12(n^2-n)Um$. Subtracting half the former gives
$$E=-\tfrac U2\,n(1-n)\Big(m-\sum_{i,x}\varphi_i(x)^4\Big).$$
The fourth powers measure how localised the orbitals are. In the proof, `h1` and `h2` evaluate the site sums, and `h3` the diagonal terms.

```lean
/-- On any number of sites with on-site repulsion and equal occupations, the self-interaction-free
energy is fixed by `n`, `U`, the number of sites and the sum of the fourth powers of the orbital
amplitudes. -/
theorem sifEnergy_onSite (U : ℝ) {φ : Matrix ι ι ℝ} (h : φ * φᵀ = 1) {n : ℝ} (hn : 0 ≤ n) :
    sifEnergy (onSite U) (fun _ => n) φ
      = -(U / 2) * n * (1 - n) * (Fintype.card ι - ∑ i, ∑ x, φ i x ^ 4) := by
  have h1 : ∑ x : ι, ∑ y : ι, onSite U x y = U * Fintype.card ι := by
    simp [onSite, mul_comm]
  have h2 : ∑ x : ι, onSite U x x = U * Fintype.card ι := by
    simp [onSite, mul_comm]
  -- the removed diagonal terms depend on how localised the orbitals are
  have h3 : ∑ i, pairEnergy (onSite U) (fun _ => n) φ i i
      = (n ^ 2 - n) * U * ∑ i, ∑ x, φ i x ^ 4 := by
    rw [Finset.mul_sum]
    refine Finset.sum_congr rfl fun i _ => ?_
    have h4 : ∑ x, φ i x ^ 2 * φ i x ^ 2 = ∑ x, φ i x ^ 4 :=
      Finset.sum_congr rfl fun x _ => by ring
    simp only [pairEnergy, coulomb_onSite, exchange_onSite, Real.sqrt_mul_self hn, h4]
    ring
  rw [sifEnergy_eq_sub, muellerEnergy_equal_occupation _ h hn, h1, h2, h3]
  ring
```

Q: Now the two sites.

A: The orbitals are entered as a matrix, and their orthonormality is checked entry by entry with $\sin^2t+\cos^2t=1$.

```lean
/-- The two-site orbitals `(cos t, sin t)` and `(-sin t, cos t)`, as rows. -/
def rotatedOrbitals (t : ℝ) : Matrix (Fin 2) (Fin 2) ℝ :=
  !![Real.cos t, Real.sin t; -Real.sin t, Real.cos t]

/-- The rotated two-site orbitals are orthonormal for every angle. -/
theorem rotatedOrbitals_orthonormal (t : ℝ) :
    rotatedOrbitals t * (rotatedOrbitals t)ᵀ = 1 := by
  ext i j
  fin_cases i <;> fin_cases j <;>
    simp [rotatedOrbitals, Matrix.mul_apply, Fin.sum_univ_two] <;>
    nlinarith [Real.sin_sq_add_cos_sq t]
```

The next theorem has three parts: the fixed 1-RDM, the reduction to $n^2J_{01}-nK_{01}$, and the $\sin^2 2t$ law. It assumes only $n\ge0$ and allows any real $U$. Its proof expands the pair sum for the second part, then inserts the orbitals and the double-angle formula, as in the calculation by hand.

```lean
/-- Two sites with on-site interaction `U`, both orbitals with occupation `n ≥ 0`: the 1-RDM is `n`
times the identity for every angle `t`, while the self-interaction-free Müller energy is `n² J₀₁ - n
K₀₁ = -(U/2) n (1 - n) sin²(2t)`. -/
theorem two_site_energy (U t : ℝ) {n : ℝ} (hn : 0 ≤ n) :
    rdm (fun _ => n) (rotatedOrbitals t) = n • (1 : Matrix (Fin 2) (Fin 2) ℝ) ∧
    sifEnergy (onSite U) (fun _ => n) (rotatedOrbitals t)
      = n ^ 2 * coulomb (onSite U) (rotatedOrbitals t) 0 1
        - n * exchange (onSite U) (rotatedOrbitals t) 0 1 ∧
    sifEnergy (onSite U) (fun _ => n) (rotatedOrbitals t)
      = -(U / 2) * n * (1 - n) * Real.sin (2 * t) ^ 2 := by
  have hpair : sifEnergy (onSite U) (fun _ => n) (rotatedOrbitals t)
      = n ^ 2 * coulomb (onSite U) (rotatedOrbitals t) 0 1
        - n * exchange (onSite U) (rotatedOrbitals t) 0 1 := by
    simp only [sifEnergy, pairEnergy, Real.sqrt_mul_self hn, coulomb_onSite, exchange_onSite,
      Fin.sum_univ_two, zero_ne_one, one_ne_zero, if_true, if_false]
    ring
  refine ⟨rdm_equal_occupation (rotatedOrbitals_orthonormal t) n, hpair, ?_⟩
  rw [hpair, coulomb_onSite, exchange_onSite, Real.sin_two_mul]
  simp [rotatedOrbitals, Fin.sum_univ_two]
  ring
```

Q: Does that already prove "not a functional of the 1-RDM"?

A: Yes, because a function can't return two energies for one matrix. The last theorem states this formally. For $U\neq0$ and $0<n<1$, there is no function `F` of real $2\times2$ matrices, however irregular, that returns the energy at all angles. If there were one, `key` says that every angle would give the same number $F(n\mathbf 1)$. The angles $0$ and $\pi/4$ then give $0=-\tfrac U2n(1-n)$, which the hypotheses exclude.

```lean
/-- For two sites with nonzero on-site interaction `U` and both orbitals with the same fractional
occupation `n`, no function of the 1-RDM gives the self-interaction-free Müller energy at all
rotation angles. -/
theorem sifEnergy_not_rdm_functional {U n : ℝ} (hU : U ≠ 0) (h0 : 0 < n) (h1 : n < 1) :
    ¬ ∃ F : Matrix (Fin 2) (Fin 2) ℝ → ℝ, ∀ t : ℝ,
      sifEnergy (onSite U) (fun _ => n) (rotatedOrbitals t)
        = F (rdm (fun _ => n) (rotatedOrbitals t)) := by
  rintro ⟨F, hF⟩
  -- every angle would have to give the same energy
  have key : ∀ t : ℝ, -(U / 2) * n * (1 - n) * Real.sin (2 * t) ^ 2
      = F (n • (1 : Matrix (Fin 2) (Fin 2) ℝ)) := by
    intro t
    obtain ⟨hr, -, he⟩ := two_site_energy U t h0.le
    rw [← he, hF t, hr]
  have ha := key 0
  have hb := key (Real.pi / 4)
  rw [mul_zero, Real.sin_zero] at ha
  rw [show 2 * (Real.pi / 4) = Real.pi / 2 by ring, Real.sin_pi_div_two] at hb
  have hne : U * (n * (1 - n)) ≠ 0 :=
    mul_ne_zero hU (mul_pos h0 (sub_pos.mpr h1)).ne'
  apply hne
  linear_combination 2 * ha - 2 * hb

end

end MuellerRotation
```

```lean
#print axioms MuellerRotation.sifEnergy_onSite
#print axioms MuellerRotation.sifEnergy_not_rdm_functional
```

```
'MuellerRotation.sifEnergy_onSite' depends on axioms: [propext, Classical.choice, Quot.sound]
'MuellerRotation.sifEnergy_not_rdm_functional' depends on axioms: [propext, Classical.choice, Quot.sound]
```

Q: What if I always choose the angle with the lowest energy?

A: That rule assigns one number to $n\mathbf 1$, so the lowest energy is a function of the 1-RDM. But to find it you have to vary the angle, which is why the rotation stays among the variables. The theorem concerns the energy evaluated with whichever orbitals you supply. It also says nothing about density matrices with distinct occupations, where the natural orbitals are fixed up to sign and this freedom to rotate is absent.
